# In a fixed potential, multiplying all masses by s slows Newtonian motion by √s

## From one spring to any potential

A mass m on a spring of stiffness k, released from rest at displacement a at time 0, moves as

x(t) = a cos(ωt), with mω² = k.

Replace m by sm, with s > 0, and keep the spring. The frequency becomes ω/√s, so the new motion is a cos(ωt/√s) = x(t/√s). Released from rest at the same point, the mass visits the same positions in the same order, on a clock that is slower for s > 1 and faster for s < 1.

The same holds for any potential U(q) that stays the same when the masses change and whose forces F_i = −∂U/∂q_i exist along the path. Gravity is excluded, because its potential energy depends on the masses. Let q(t), with velocity v(t), solve Newton's equations for masses m_i, and run it at rate r:

Q(t) = q(rt), V(t) = r v(rt).

By the chain rule V is the velocity of Q. With masses sm_i the momentum is sr · m_i v_i(rt), and its rate of change is

d/dt [sm_i V_i(t)] = sr² F_i(q(rt)) = sr² F_i(Q(t)).

This equals the force if sr² = 1, that is, for r = 1/√s. The rescaled motion starts from the same positions with all velocities divided by √s; if the velocities are left unchanged, the system in general follows a different path. Conversely, if the slowed path solves the equations for masses sm_i, apply the same argument to it with mass factor 1/s and rate √s. Since (1/s)(√s)² = 1, the original path solves the original equations.

The kinetic energy is unchanged, because sm_i (v_i/√s)²/2 = m_i v_i²/2.

No other slowing factor c > 0 works once a non-zero force acts somewhere on the path. Slowing by c gives a rate of change of momentum (s/c²)F_i, which must equal F_i, so c² = s. A particle at rest in equilibrium, where no force acts, permits every c.

The Verlet scheme with time step h has the same symmetry. Multiplying the masses by s and the step by √s turns

m_i (q_{k+2} − 2q_{k+1} + q_k)_i = h² F_i(q_{k+1})

into the same equation with a factor s on both sides. For unconstrained Verlet dynamics with forces that depend on positions alone, uniformly heavier atoms therefore allow a step longer by the factor √s but, from the same first two configurations, yield the same sequence of configurations, step for step.

## Forces, trajectories and energy in Lean

The type `ι` labels Cartesian coordinates, each with its own mass; the three coordinates of an atom would carry equal values.

```lean
import Mathlib

open Finset

namespace UniformMassScaling

variable {ι : Type*}
```

A force is defined by a partial derivative that is required to exist. `Function.update x i y` changes coordinate `i` to `y` and holds the others fixed.

```lean
/-- The force on coordinate `i` at configuration `x` is `f`: the partial derivative of the
potential `U` along that coordinate exists and equals `-f`. -/
def IsForce [DecidableEq ι] (U : (ι → ℝ) → ℝ) (x : ι → ℝ) (i : ι) (f : ℝ) : Prop :=
  HasDerivAt (fun y => U (Function.update x i y)) (-f) (x i)
```

Newton's equations are required at every real time, with the velocity supplied alongside the path. Masses may be any real numbers, so positive masses are a special case. The potential depends on positions only, which leaves out friction, thermostats and constraint forces.

```lean
/-- Newton's equations for masses `m` and potential `U`: `v` is the velocity of the path `q`,
and each momentum `m i * v i` changes at a rate equal to the force. -/
def IsNewton [DecidableEq ι] (m : ι → ℝ) (U : (ι → ℝ) → ℝ) (q v : ℝ → ι → ℝ) : Prop :=
  ∀ t i, HasDerivAt (fun τ => q τ i) (v t i) t ∧
    ∃ f, IsForce U (q t) i f ∧ HasDerivAt (fun τ => m i * v τ i) f t
```

The Verlet relation is the equation above, with the force taken at `k + 1`. It says nothing about accuracy or stability.

```lean
/-- The Verlet scheme with time step `h`: mass times the second difference of the positions
equals `h ^ 2` times the force at the middle configuration. -/
def IsVerlet [DecidableEq ι] (m : ι → ℝ) (U : (ι → ℝ) → ℝ) (h : ℝ) (q : ℕ → ι → ℝ) : Prop :=
  ∀ k i, ∃ f, IsForce U (q (k + 1)) i f ∧
    m i * (q (k + 2) i - 2 * q (k + 1) i + q k i) = h ^ 2 * f
```

The energy is a sum over coordinates, so here `ι` is finite.

```lean
/-- The total energy, kinetic plus potential, at positions `x` and velocities `v`. -/
noncomputable def energy [Fintype ι] (m : ι → ℝ) (U : (ι → ℝ) → ℝ) (x v : ι → ℝ) : ℝ :=
  ∑ i, m i * v i ^ 2 / 2 + U x
```

## The change of clock

The chain rule comes first.

```lean
/-- A motion run at rate `r` has its velocity multiplied by `r`. -/
theorem hasDerivAt_rate {g : ℝ → ℝ} {g' r t : ℝ} (h : HasDerivAt g g' (r * t)) :
    HasDerivAt (fun τ => g (r * τ)) (r * g') t := by
  have h1 : HasDerivAt (fun τ : ℝ => r * τ) (r * 1) t := (hasDerivAt_id' t).const_mul r
  exact (HasDerivAt.comp t h h1).congr_deriv (by ring)
```

In the next proof, `h1` gives the new velocity and `h2` the derivative of the new momentum. The final `linear_combination` uses sr² = 1 to reduce sr²f to f.

```lean
/-- If `s * r ^ 2 = 1`, a Newtonian trajectory run at rate `r` solves Newton's equations with
all masses multiplied by `s`. -/
theorem newton_rate [DecidableEq ι] {m : ι → ℝ} {U : (ι → ℝ) → ℝ} {q v : ℝ → ι → ℝ}
    {s r : ℝ} (hr : s * r ^ 2 = 1) (h : IsNewton m U q v) :
    IsNewton (fun i => s * m i) U (fun t => q (r * t)) (fun t i => r * v (r * t) i) := by
  intro t i
  obtain ⟨hq, f, hf, hp⟩ := h (r * t) i
  have h1 := hasDerivAt_rate hq
  have h2 := (hasDerivAt_rate hp).const_mul (s * r)
  -- the new momentum is `s * r` times the old one, read at the rescaled time
  have h3 : HasDerivAt (fun τ => s * m i * (r * v (r * τ) i)) f t := by
    have e : (fun τ => s * m i * (r * v (r * τ) i))
        = fun τ => s * r * (m i * v (r * τ) i) := by
      funext τ
      ring
    rw [e]
    exact h2.congr_deriv (by linear_combination f * hr)
  exact ⟨h1, f, hf, h3⟩
```

The main theorem is an equivalence. Its second half takes r = 1/√s; its first half uses the inverse scaling, and `e1`, `e2` and `e3` confirm that masses, path and velocity return to their original values.

```lean
/-- Uniform mass scaling is a change of clock: for `s > 0`, the slowed path `q (t / √s)` solves
Newton's equations with all masses multiplied by `s` exactly when `q t` solves them with the
original masses. -/
theorem newton_mass_scaling [DecidableEq ι] {m : ι → ℝ} {U : (ι → ℝ) → ℝ}
    {q v : ℝ → ι → ℝ} {s : ℝ} (hs : 0 < s) :
    IsNewton (fun i => s * m i) U (fun t => q (t / Real.sqrt s))
      (fun t i => v (t / Real.sqrt s) i / Real.sqrt s) ↔ IsNewton m U q v := by
  have hc : Real.sqrt s ≠ 0 := (Real.sqrt_pos.mpr hs).ne'
  constructor
  · intro h
    -- undo the scaling: masses times `1 / s`, clock faster by `√s`
    have hr : s⁻¹ * Real.sqrt s ^ 2 = 1 := by
      rw [Real.sq_sqrt hs.le]
      exact inv_mul_cancel₀ hs.ne'
    have h3 : IsNewton (fun i => s⁻¹ * (s * m i)) U
        (fun t => q (Real.sqrt s * t / Real.sqrt s))
        (fun t i => Real.sqrt s * (v (Real.sqrt s * t / Real.sqrt s) i / Real.sqrt s)) :=
      newton_rate hr h
    have e1 : (fun i => s⁻¹ * (s * m i)) = m := by
      funext i
      exact inv_mul_cancel_left₀ hs.ne' (m i)
    have e2 : (fun t => q (Real.sqrt s * t / Real.sqrt s)) = q := by
      funext t
      rw [mul_div_cancel_left₀ t hc]
    have e3 : (fun t i => Real.sqrt s *
        (v (Real.sqrt s * t / Real.sqrt s) i / Real.sqrt s)) = v := by
      funext t i
      rw [mul_div_cancel_left₀ t hc]
      field_simp
    rw [e1, e2, e3] at h3
    exact h3
  · intro h
    have hr : s * (Real.sqrt s)⁻¹ ^ 2 = 1 := by
      rw [inv_pow, Real.sq_sqrt hs.le]
      exact mul_inv_cancel₀ hs.ne'
    have h3 := newton_rate hr h
    simp only [div_eq_inv_mul]
    exact h3
```

The energy identity compares the two systems at the same configuration, term by term in the kinetic sum.

```lean
/-- Multiplying all masses by `s > 0` and dividing all velocities by `√s` leaves the total
energy unchanged. -/
theorem energy_mass_scaling [Fintype ι] (m : ι → ℝ) (U : (ι → ℝ) → ℝ) (x v : ι → ℝ)
    {s : ℝ} (hs : 0 < s) :
    energy (fun i => s * m i) U x (fun i => v i / Real.sqrt s) = energy m U x v := by
  simp only [energy, div_pow, Real.sq_sqrt hs.le]
  congr 1
  refine Finset.sum_congr rfl fun i _ => ?_
  field_simp
```

## Why the factor is √s

The proof compares the paths where they pass through the configuration `q t₀`, which the slowed one reaches at time `c * t₀`. Uniqueness of derivatives identifies both forces with `f`. Comparing the momentum rates gives `h4`, that is cf = (s/c)f, and cancelling f ≠ 0 leaves c² = s.

```lean
/-- If a non-zero force acts somewhere along a Newtonian trajectory, and the path slowed by a
factor `c > 0` solves Newton's equations with all masses multiplied by `s`, then `c = √s`. -/
theorem slowing_factor_unique [DecidableEq ι] {m : ι → ℝ} {U : (ι → ℝ) → ℝ}
    {q v : ℝ → ι → ℝ} {s c t₀ f : ℝ} {i : ι} (hc : 0 < c) (h : IsNewton m U q v)
    (h' : IsNewton (fun j => s * m j) U (fun t => q (t / c)) (fun t j => v (t / c) j / c))
    (hf : IsForce U (q t₀) i f) (hf0 : f ≠ 0) : c = Real.sqrt s := by
  obtain ⟨_, f1, hf1, hp1⟩ := h t₀ i
  obtain ⟨_, f2, hf2, hp2⟩ := h' (c * t₀) i
  -- both trajectories feel the same force at the same configuration
  have hf2' : IsForce U (q (c * t₀ / c)) i f2 := hf2
  rw [mul_div_cancel_left₀ t₀ hc.ne'] at hf2'
  have e1 : f1 = f := neg_inj.mp (HasDerivAt.unique hf1 hf)
  have e2 : f2 = f := neg_inj.mp (HasDerivAt.unique hf2' hf)
  -- compare the two rates of change of momentum
  have h3 : HasDerivAt (fun τ => s * m i * (v (c * τ / c) i / c)) (c * f2) t₀ := by
    have h0 := hasDerivAt_rate hp2
    exact h0
  have e : (fun τ => s * m i * (v (c * τ / c) i / c)) = fun τ => s / c * (m i * v τ i) := by
    funext τ
    rw [mul_div_cancel_left₀ τ hc.ne']
    ring
  rw [e] at h3
  have h4 := h3.unique (hp1.const_mul (s / c))
  rw [e1, e2] at h4
  have h5 : c ^ 2 * f = s * f := by
    calc c ^ 2 * f = c * (c * f) := by ring
      _ = c * (s / c * f) := by rw [h4]
      _ = s * f := by field_simp
  have h6 : c ^ 2 = s := mul_right_cancel₀ hf0 h5
  rw [← h6, Real.sqrt_sq hc.le]
```

## The same configurations from Verlet

The statement `key` cancels s from one coordinate's equation; applying it at every step and coordinate proves the equivalence.

```lean
/-- For `s > 0`, a sequence of configurations is a Verlet trajectory with all masses multiplied
by `s` and time step `√s * h` exactly when it is one with the original masses and step `h`. -/
theorem verlet_mass_scaling [DecidableEq ι] {m : ι → ℝ} {U : (ι → ℝ) → ℝ} {h : ℝ}
    {q : ℕ → ι → ℝ} {s : ℝ} (hs : 0 < s) :
    IsVerlet (fun i => s * m i) U (Real.sqrt s * h) q ↔ IsVerlet m U h q := by
  -- the factor `s` cancels between mass and squared time step
  have key : ∀ a x f : ℝ,
      s * a * x = (Real.sqrt s * h) ^ 2 * f ↔ a * x = h ^ 2 * f := by
    intro a x f
    rw [mul_pow, Real.sq_sqrt hs.le, mul_assoc, mul_assoc, mul_right_inj' hs.ne']
  simp only [IsVerlet, key]
```

## The spring as an explicit solution

The opening example satisfies the definition of `IsNewton`. The step `hooke` differentiates kx²/2 to obtain the force −kx, and the last step uses mω² = k to match it to the derivative of the momentum −maω sin(ωt).

```lean
/-- The oscillation `a * cos (ω * t)` of a mass `m` on a spring of stiffness `k = m * ω ^ 2`
solves Newton's equations. -/
theorem newton_witness {m k ω : ℝ} (a : ℝ) (hk : m * ω ^ 2 = k) :
    IsNewton (fun _ : Fin 1 => m) (fun x => k * x 0 ^ 2 / 2)
      (fun t _ => a * Real.cos (ω * t)) (fun t _ => -(a * ω * Real.sin (ω * t))) := by
  intro t i
  obtain rfl : i = 0 := Subsingleton.elim i 0
  have h1 := hasDerivAt_rate (Real.hasDerivAt_cos (ω * t))
  have h2 := hasDerivAt_rate (Real.hasDerivAt_sin (ω * t))
  refine ⟨(h1.const_mul a).congr_deriv (by ring), -(k * (a * Real.cos (ω * t))), ?_, ?_⟩
  · -- Hooke's law
    suffices hooke : ∀ X : ℝ, IsForce (fun x : Fin 1 → ℝ => k * x 0 ^ 2 / 2)
        (fun _ => X) 0 (-(k * X)) from hooke (a * Real.cos (ω * t))
    intro X
    have h3 : HasDerivAt (fun y : ℝ => k / 2 * (y * y)) (k * X) X :=
      (((hasDerivAt_id' X).fun_mul (hasDerivAt_id' X)).const_mul (k / 2)).congr_deriv (by ring)
    have e : (fun y : ℝ => k * (Function.update (fun _ : Fin 1 => X) 0 y) 0 ^ 2 / 2)
        = fun y => k / 2 * (y * y) := by
      funext y
      rw [Function.update_self]
      ring
    have h4 : HasDerivAt
        (fun y : ℝ => k * (Function.update (fun _ : Fin 1 => X) 0 y) 0 ^ 2 / 2)
        (-(-(k * X))) X := by
      rw [e]
      exact h3.congr_deriv (by ring)
    exact h4
  · have e : (fun τ => m * -(a * ω * Real.sin (ω * τ)))
        = fun τ => -(m * a * ω) * Real.sin (ω * τ) := by
      funext τ
      ring
    rw [e]
    exact (h2.const_mul (-(m * a * ω))).congr_deriv
      (by linear_combination (-(a * Real.cos (ω * t))) * hk)

end UniformMassScaling
```

```lean
#print axioms UniformMassScaling.newton_mass_scaling
#print axioms UniformMassScaling.energy_mass_scaling
#print axioms UniformMassScaling.slowing_factor_unique
#print axioms UniformMassScaling.verlet_mass_scaling
```

```
'UniformMassScaling.newton_mass_scaling' depends on axioms: [propext, Classical.choice, Quot.sound]
'UniformMassScaling.energy_mass_scaling' depends on axioms: [propext, Classical.choice, Quot.sound]
'UniformMassScaling.slowing_factor_unique' depends on axioms: [propext, Classical.choice, Quot.sound]
'UniformMassScaling.verlet_mass_scaling' depends on axioms: [propext, Classical.choice, Quot.sound]
```
